# The character of the square's symmetry group on the plane, and the sum of χ(g) χ(g⁻¹) over the group

The eight symmetries of a square act on the plane by two-by-two matrices, generated by a quarter turn and a reflection, here read as complex matrices. The lemma states that the trace of these matrices, the character χ, is 2 at the identity, -2 at the half turn and 0 at the other six elements. It also states that the sum of χ(g) χ(g⁻¹) over the group is 8; the sum is not divided by the order of the group, and would be 1 if it were. The attempt checks both facts by `decide +kernel` on matrices of Gaussian integers, where equality is decidable, and carries them to the complex numbers along the ring homomorphism `GaussianInt.toComplex`.

In Lean, a first try:

```lean
import Mathlib

open DihedralGroup (r sr)
open QuaternionGroup (a xa)

namespace DihedralQuaternionTables

noncomputable section

/-- A representation by Gaussian-integer matrices, read as one by complex matrices. -/
def complexRep {G : Type} [Group G] (ρ : G →* Matrix (Fin 2) (Fin 2) GaussianInt) :
    G →* Matrix (Fin 2) (Fin 2) ℂ :=
  (GaussianInt.toComplex.mapMatrix).toMonoidHom.comp ρ

/-- The symmetries of the square as integer matrices: a quarter turn and a reflection
generate them. -/
def dihedralInt : DihedralGroup 4 →* Matrix (Fin 2) (Fin 2) GaussianInt where
  toFun
    | .r k => !![0, -1; 1, 0] ^ k.val
    | .sr k => !![1, 0; 0, -1] * !![0, -1; 1, 0] ^ k.val
  map_one' := by decide +kernel
  map_mul' := by decide +kernel

/-- The two-dimensional complex representation of the dihedral group. -/
def dihedralRep : DihedralGroup 4 →* Matrix (Fin 2) (Fin 2) ℂ := complexRep dihedralInt

/-- The complex trace is the Gaussian-integer trace read as a complex number. -/
theorem trace_complexRep {G : Type} [Group G]
    (ρ : G →* Matrix (Fin 2) (Fin 2) GaussianInt) (g : G) :
    (complexRep ρ g).trace = GaussianInt.toComplex (ρ g).trace := by
  rw [Matrix.trace_fin_two, Matrix.trace_fin_two, map_add]
  rfl

/-- The two-dimensional character of the dihedral group is 2 at the identity, -2 at the
half turn and 0 elsewhere, and the sum of `χ(g) χ(g⁻¹)` over the group is 8. -/
theorem dihedral_character :
    (∀ g, (dihedralRep g).trace = if g = 1 then 2 else if g = r 2 then -2 else 0) ∧
    ∑ g, (dihedralRep g).trace * (dihedralRep g⁻¹).trace = 8 := by
  constructor
  · intro g
    have h : ∀ g, (dihedralInt g).trace =
        if g = 1 then 2 else if g = r 2 then -2 else 0 := by decide +kernel
    rw [dihedralRep, trace_complexRep, h]
    split_ifs <;> simp
  · have h : ∑ g, (dihedralInt g).trace * (dihedralInt g⁻¹).trace = 8 := by decide +kernel
    have h' := congrArg GaussianInt.toComplex h
    simp only [map_sum, map_mul, map_ofNat] at h'
    simp only [dihedralRep, trace_complexRep]
    exact h'

end

end DihedralQuaternionTables
```

Lean reports:

```
Main.lean:44:18: error: `simp` made no progress
```

Fix (accepted with no message):

```diff
@@ -42,5 +42,10 @@
         if g = 1 then 2 else if g = r 2 then -2 else 0 := by decide +kernel
     rw [dihedralRep, trace_complexRep, h]
-    split_ifs <;> simp
+    by_cases h1 : g = 1
+    · rw [if_pos h1, if_pos h1, map_ofNat]
+    · rw [if_neg h1, if_neg h1]
+      by_cases h2 : g = r 2
+      · rw [if_pos h2, if_pos h2, map_neg, map_ofNat]
+      · rw [if_neg h2, if_neg h2, map_zero]
   · have h : ∑ g, (dihedralInt g).trace * (dihedralInt g⁻¹).trace = 8 := by decide +kernel
     have h' := congrArg GaussianInt.toComplex h
```

Diagnosis. The message comes from the `simp` that follows `split_ifs`. In the case `g = 1` the goal left is that `GaussianInt.toComplex` sends the Gaussian integer 2 to the complex number 2. The lemma for this is `map_ofNat`, which Mathlib does not mark as a `simp` lemma, so a bare `simp` doesn't use it and finds nothing else to rewrite. The second half of the proof names `map_ofNat` in its `simp only`, and no error is reported there.

The repair names the lemma in each case that needs it: `map_ofNat` for 2, `map_neg` and then `map_ofNat` for -2. The value 0 needs only `map_zero`.

The two `by_cases`, with `if_pos` and `if_neg` used once for each side of the equation, do by hand the splitting that `split_ifs` did. That part is a change of form and isn't what cures the error.
